# With a quadratic scattering rate and a sharp cutoff, the self-energy at the first Matsubara frequency is exactly linear in temperature

The scattering rate is taken to be $\Gamma(x)=C(x^2+\pi^2T^2)$ at every energy $x$ in a band $[-D,D]$ and zero outside it, with $C$ and $D$ independent of the temperature $T$. For $C,D>0$, the self-energy built from this rate is exactly linear in $T$ at the Matsubara frequency $\pi T$, while at $3\pi T$ it deviates from the linear law by a term of order $T^2$ on cooling.

```lean
import Mathlib

open Real MeasureTheory Filter Topology

namespace FirstMatsubaraRule

noncomputable section

/-- The Fermi-liquid scattering rate `C (x² + π² T²)` at energy `x` and temperature `T`. -/
def scatteringRate (C T x : ℝ) : ℝ := C * (x ^ 2 + π ^ 2 * T ^ 2)

/-- The scattering rate divided by `x² + w²`, for `x` and `w` not both zero. -/
def weight (C T w x : ℝ) : ℝ := scatteringRate C T x / (x ^ 2 + w ^ 2)

/-- The self-energy at complex frequency `z`, as the spectral integral of the scattering rate
over the band `[-D, D]`; its domain is `z` outside that band. -/
def selfEnergy (C T D : ℝ) (z : ℂ) : ℂ :=
  (1 / (π : ℂ)) * ∫ x in (-D)..D, (scatteringRate C T x : ℂ) / (z - (x : ℂ))

/-- The function `S(w)`, an integral over the band `[-D, D]`, for frequency `w ≠ 0`. -/
def matsubaraIm (C T D w : ℝ) : ℝ :=
  -(w / π) * ∫ x in (-D)..D, weight C T w x

/-- The `n`-th fermionic Matsubara frequency `(2n+1) π T`. -/
def matsubaraFreq (T : ℝ) (n : ℕ) : ℝ := (2 * (n : ℝ) + 1) * π * T

/-- For every real `w ≠ 0` the integrand of `S(w)` is continuous in the energy. -/
theorem weight_continuous (C T : ℝ) {w : ℝ} (hw : w ≠ 0) :
    Continuous (weight C T w) := by
  unfold weight scatteringRate
  exact Continuous.div (by fun_prop) (by fun_prop) (fun x => by positivity)

/-- For `w ≠ 0` the spectral integral at `z = i w` converges, and the self-energy there
is `i S(w)`. -/
theorem selfEnergy_imaginary_axis (C T D : ℝ) {w : ℝ} (hw : w ≠ 0) :
    IntervalIntegrable
      (fun x : ℝ => (scatteringRate C T x : ℂ) / ((w : ℂ) * Complex.I - (x : ℂ)))
      volume (-D) D ∧
    selfEnergy C T D ((w : ℂ) * Complex.I) = (matsubaraIm C T D w : ℂ) * Complex.I := by
  have hc := weight_continuous C T hw
  -- split the kernel into its real and imaginary parts
  have hpt : ∀ x : ℝ, (scatteringRate C T x : ℂ) / ((w : ℂ) * Complex.I - (x : ℂ)) =
      ((-(x * weight C T w x) : ℝ) : ℂ) + ((-(w * weight C T w x) : ℝ) : ℂ) * Complex.I := by
    intro x
    have hz : (w : ℂ) * Complex.I - (x : ℂ) ≠ 0 := by
      intro h
      have h' := congrArg Complex.im h
      simp at h'
      exact hw h'
    have hq : x ^ 2 + w ^ 2 ≠ 0 := by positivity
    have hr : weight C T w x * (x ^ 2 + w ^ 2) = scatteringRate C T x :=
      div_mul_cancel₀ _ hq
    have hg : (weight C T w x : ℂ) * ((x : ℂ) ^ 2 + (w : ℂ) ^ 2) =
        (scatteringRate C T x : ℂ) := by exact_mod_cast hr
    rw [div_eq_iff hz]
    simp only [Complex.ofReal_neg, Complex.ofReal_mul]
    linear_combination -hg + (weight C T w x : ℂ) * (w : ℂ) ^ 2 * Complex.I_sq
  have h1 : IntervalIntegrable (fun x : ℝ => ((-(x * weight C T w x) : ℝ) : ℂ))
      volume (-D) D :=
    (Complex.continuous_ofReal.comp (continuous_id.mul hc).neg).intervalIntegrable _ _
  have h2 : IntervalIntegrable
      (fun x : ℝ => ((-(w * weight C T w x) : ℝ) : ℂ) * Complex.I) volume (-D) D :=
    ((Complex.continuous_ofReal.comp (continuous_const.mul hc).neg).mul
      continuous_const).intervalIntegrable _ _
  -- the real part is odd in the energy and integrates to zero
  have hodd : ∀ f : ℝ → ℝ, (∀ x, f (-x) = -f x) → ∫ x in (-D)..D, f x = 0 := by
    intro f hf
    have h := intervalIntegral.integral_comp_neg (a := -D) (b := D) f
    simp only [hf, intervalIntegral.integral_neg, neg_neg] at h
    linarith
  have h0 : ∫ x in (-D)..D, -(x * weight C T w x) = 0 := by
    apply hodd
    intro x
    simp only [weight, scatteringRate, neg_sq]
    ring
  constructor
  · simp only [hpt]
    exact h1.add h2
  · unfold selfEnergy matsubaraIm
    simp only [hpt]
    rw [intervalIntegral.integral_add h1 h2, intervalIntegral.integral_mul_const,
      intervalIntegral.integral_ofReal, intervalIntegral.integral_ofReal, h0,
      intervalIntegral.integral_neg, intervalIntegral.integral_const_mul]
    generalize (∫ x in (-D)..D, weight C T w x) = J
    push_cast
    ring

/-- The band integral of the weighted scattering rate in closed form, for `w ≠ 0`. -/
theorem integral_weight (C T D : ℝ) {w : ℝ} (hw : w ≠ 0) :
    ∫ x in (-D)..D, weight C T w x =
      2 * C * (D + (π ^ 2 * T ^ 2 - w ^ 2) / w * arctan (D / w)) := by
  -- an explicit antiderivative
  have hd : ∀ x : ℝ, HasDerivAt
      (fun y : ℝ => C * (y + (π ^ 2 * T ^ 2 - w ^ 2) / w * arctan (y / w)))
      (weight C T w x) x := by
    intro x
    have h1 : HasDerivAt (fun y : ℝ => y / w) (1 / w) x := (hasDerivAt_id' x).div_const w
    have h3 := ((hasDerivAt_id' x).fun_add
      (h1.arctan.const_mul ((π ^ 2 * T ^ 2 - w ^ 2) / w))).const_mul C
    refine h3.congr_deriv ?_
    have hq : x ^ 2 + w ^ 2 ≠ 0 := by positivity
    have he : 1 + (x / w) ^ 2 = (x ^ 2 + w ^ 2) / w ^ 2 := by
      rw [div_pow, add_div, div_self (pow_ne_zero 2 hw)]
      ring
    rw [he]
    unfold weight scatteringRate
    field_simp
    ring
  rw [intervalIntegral.integral_eq_sub_of_hasDerivAt (fun x _ => hd x)
    ((weight_continuous C T hw).intervalIntegrable _ _)]
  simp only [neg_div, Real.arctan_neg]
  ring

/-- For `w ≠ 0` the integral in `S(w)` converges, and
`S(w) = -(2C/π) (D w + (π² T² - w²) arctan (D/w))`. -/
theorem matsubaraIm_closed_form (C T D : ℝ) {w : ℝ} (hw : w ≠ 0) :
    IntervalIntegrable (weight C T w) volume (-D) D ∧
    matsubaraIm C T D w =
      -(2 * C / π) * (D * w + (π ^ 2 * T ^ 2 - w ^ 2) * arctan (D / w)) := by
  refine ⟨(weight_continuous C T hw).intervalIntegrable _ _, ?_⟩
  unfold matsubaraIm
  rw [integral_weight C T D hw]
  field_simp

/-- First-Matsubara rule: at `w = π T` with `T ≠ 0`, the ratio `S(π T) / T` is exactly
`-2 C D`. -/
theorem first_matsubara_rule (C D : ℝ) {T : ℝ} (hT : T ≠ 0) :
    matsubaraIm C T D (π * T) / T = -2 * C * D := by
  rw [(matsubaraIm_closed_form C T D (mul_ne_zero pi_ne_zero hT)).2]
  have h : π ^ 2 * T ^ 2 - (π * T) ^ 2 = 0 := by ring
  rw [h, zero_mul, add_zero]
  field_simp

/-- For `C ≠ 0`, `D > 0` and `T ≥ 0`, a positive frequency `w` satisfies the linear law
`S(w) = -(2 C D/π) w` exactly when `w = π T`. -/
theorem linear_law_iff {C T D w : ℝ} (hC : C ≠ 0) (hT : 0 ≤ T) (hD : 0 < D) (hw : 0 < w) :
    matsubaraIm C T D w = -(2 * C * D / π) * w ↔ w = π * T := by
  rw [(matsubaraIm_closed_form C T D hw.ne').2]
  have ha := Real.arctan_strictMono (div_pos hD hw)
  rw [Real.arctan_zero] at ha
  constructor
  · intro h
    have h2 : (2 * C / π * arctan (D / w)) * (π ^ 2 * T ^ 2 - w ^ 2) = 0 := by
      linear_combination -h
    have h3 := (mul_eq_zero.1 h2).resolve_left
      (mul_ne_zero (div_ne_zero (mul_ne_zero two_ne_zero hC) pi_ne_zero) ha.ne')
    have h4 : (w - π * T) * (w + π * T) = 0 := by linear_combination -h3
    have h5 : 0 < w + π * T := by positivity
    exact sub_eq_zero.1 ((mul_eq_zero.1 h4).resolve_right h5.ne')
  · intro h
    have h2 : π ^ 2 * T ^ 2 - w ^ 2 = 0 := by rw [h]; ring
    rw [h2]
    ring

/-- For `D > 0`, the deviation of `S` from the linear law at the `n`-th Matsubara frequency,
divided by `T²`, tends to `4 π² C n (n+1)` as `T` decreases to zero. -/
theorem matsubara_deviation_limit (C : ℝ) {D : ℝ} (hD : 0 < D) (n : ℕ) :
    Tendsto (fun T : ℝ => (matsubaraIm C T D (matsubaraFreq T n)
        + 2 * C * D * (2 * (n : ℝ) + 1) * T) / T ^ 2)
      (𝓝[>] 0) (𝓝 (4 * π ^ 2 * C * (n : ℝ) * ((n : ℝ) + 1))) := by
  have hc : 0 < D / ((2 * (n : ℝ) + 1) * π) := by positivity
  -- on cooling, the argument of the arctangent grows without bound
  have harg : Tendsto (fun T : ℝ => D / ((2 * (n : ℝ) + 1) * π) * T⁻¹) (𝓝[>] 0) atTop :=
    tendsto_inv_nhdsGT_zero.const_mul_atTop hc
  have h := ((Real.tendsto_arctan_atTop.mono_right nhdsWithin_le_nhds).comp harg).const_mul
    (8 * π * C * (n : ℝ) * ((n : ℝ) + 1))
  have hval : 8 * π * C * (n : ℝ) * ((n : ℝ) + 1) * (π / 2) =
      4 * π ^ 2 * C * (n : ℝ) * ((n : ℝ) + 1) := by ring
  rw [hval] at h
  refine h.congr' ?_
  filter_upwards [self_mem_nhdsWithin] with T hT
  have hT' : 0 < T := hT
  have hw : matsubaraFreq T n ≠ 0 := by
    unfold matsubaraFreq
    positivity
  have he : D / matsubaraFreq T n = D / ((2 * (n : ℝ) + 1) * π) * T⁻¹ := by
    unfold matsubaraFreq
    rw [← div_eq_mul_inv, div_div]
  rw [(matsubaraIm_closed_form C T D hw).2, he]
  simp only [Function.comp_apply]
  unfold matsubaraFreq
  generalize arctan (D / ((2 * (n : ℝ) + 1) * π) * T⁻¹) = a
  field_simp
  ring

/-- For `D > 0`, at the second Matsubara frequency `3 π T` the ratio
`(S(3 π T) + 6 C D T) / T²` tends to `8 π² C` as `T` decreases to zero. -/
theorem second_matsubara_limit (C : ℝ) {D : ℝ} (hD : 0 < D) :
    Tendsto (fun T : ℝ => (matsubaraIm C T D (3 * π * T) + 6 * C * D * T) / T ^ 2)
      (𝓝[>] 0) (𝓝 (8 * π ^ 2 * C)) := by
  have h := matsubara_deviation_limit C hD 1
  have hv : 4 * π ^ 2 * C * ((1 : ℕ) : ℝ) * (((1 : ℕ) : ℝ) + 1) = 8 * π ^ 2 * C := by
    push_cast
    ring
  rw [hv] at h
  refine h.congr fun T => ?_
  have hm : matsubaraFreq T 1 = 3 * π * T := by
    unfold matsubaraFreq
    push_cast
    ring
  rw [hm]
  push_cast
  ring

end

end FirstMatsubaraRule
```

```lean
#print axioms FirstMatsubaraRule.selfEnergy_imaginary_axis
-- 'FirstMatsubaraRule.selfEnergy_imaginary_axis' depends on axioms: [propext, Classical.choice, Quot.sound]
#print axioms FirstMatsubaraRule.first_matsubara_rule
-- 'FirstMatsubaraRule.first_matsubara_rule' depends on axioms: [propext, Classical.choice, Quot.sound]
#print axioms FirstMatsubaraRule.linear_law_iff
-- 'FirstMatsubaraRule.linear_law_iff' depends on axioms: [propext, Classical.choice, Quot.sound]
#print axioms FirstMatsubaraRule.second_matsubara_limit
-- 'FirstMatsubaraRule.second_matsubara_limit' depends on axioms: [propext, Classical.choice, Quot.sound]
```

## From the scattering rate to $S(w)$

Energies are measured from the chemical potential, in units with $\hbar=k_B=1$. The static mean-field part of the self-energy, a real constant that does not affect $S(w)$ below, is left out. The remaining complex self-energy, `selfEnergy`, is the spectral integral

$$\Sigma(z)=\frac1\pi\int_{-D}^{D}\frac{\Gamma(x)}{z-x}\,dx .$$

With this sign, $\Gamma$ is minus the imaginary part of the retarded self-energy inside the band. The function `matsubaraIm` is

$$S(w)=-\frac w\pi\int_{-D}^{D}\frac{\Gamma(x)}{x^2+w^2}\,dx ,$$

and its integrand, without the prefactor, is `weight`. The theorem `selfEnergy_imaginary_axis` connects the two: $\Sigma(iw)=iS(w)$ for every real $w\neq0$. Both this theorem and `matsubaraIm_closed_form` also state that the integral concerned converges, because Lean assigns the value zero to an integral that does not.

The fermionic frequencies are $w_n=(2n+1)\pi T$, written `matsubaraFreq T n` and counted from $n=0$. The first is therefore $\pi T$ and the second, $n=1$, is $3\pi T$.

The constant $C$ sets the strength of quasiparticle scattering, and $D$ stands for the energy up to which the quadratic form is used. Physically $C\ge0$ and $D>0$, but the closed form holds for all real $C$, $T$ and $D$. Positivity of $D$ is assumed in the converse, where it makes the arctangent nonzero, and in the limits, where it fixes the sign of the arctangent.

## What the linear law says about a Fermi liquid

The quadratic rate is an input here, not derived from a Hubbard or impurity Hamiltonian. In an interacting system the rate departs from this form at higher energies, and the first-Matsubara rule for Fermi liquids is then a low-temperature statement with corrections. The exact linearity belongs to the model with fixed $C$ and $D$.

Dynamical mean-field calculations often deliver the self-energy at Matsubara frequencies. Within this cutoff model, a constant ratio $S(\pi T)/T=-2CD$ fixes only the product $CD$, while the low-temperature deviation at $3\pi T$ gives $C$ separately.

## The integral in closed form

On the imaginary axis the kernel splits as

$$\frac1{iw-x}=-\frac{x}{x^2+w^2}-\frac{iw}{x^2+w^2}.$$

Since $\Gamma$ is even, the first term times $\Gamma$ is odd and integrates to zero over $[-D,D]$. The second term gives $iS(w)$. In the Lean proof, `hpt` is this splitting, checked by multiplying out the denominator and using $i^2=-1$. The step `hodd` removes the odd part by the substitution $x\to-x$.

For the remaining integral, write

$$\frac{\Gamma(x)}{x^2+w^2}=C\left(1+\frac{\pi^2T^2-w^2}{x^2+w^2}\right).$$

An antiderivative is

$$C\left(x+\frac{\pi^2T^2-w^2}{w}\arctan\frac xw\right).$$

The arctangent is odd, so the two endpoints contribute equally:

$$\int_{-D}^{D}\frac{\Gamma(x)}{x^2+w^2}\,dx=2C\left(D+\frac{\pi^2T^2-w^2}{w}\arctan\frac Dw\right).$$

This is `integral_weight`. Its proof differentiates the antiderivative in `hd` and applies the fundamental theorem of calculus, with integrability supplied by `weight_continuous`. Multiplication by $-w/\pi$ gives `matsubaraIm_closed_form`:

$$S(w)=-\frac{2C}{\pi}\left(Dw+(\pi^2T^2-w^2)\arctan\frac Dw\right).$$

## Where the arctangent term vanishes

At $w=\pi T$ the coefficient $\pi^2T^2-w^2$ is zero, and what remains is

$$S(\pi T)=-\frac{2C}{\pi}D\pi T=-2CDT .$$

The theorem `first_matsubara_rule` states this as $S(\pi T)/T=-2CD$ for $T\neq0$. No low-temperature expansion is involved: the thermal term $\pi^2T^2$ in the rate cancels against $w^2$.

The converse is `linear_law_iff`. Subtracting the linear law from the closed form leaves

$$S(w)+\frac{2CD}{\pi}w=\frac{2C}{\pi}(w^2-\pi^2T^2)\arctan\frac Dw .$$

For $D>0$ and $w>0$ the arctangent is positive, which the proof obtains from strict monotonicity. If also $C\neq0$, the right side vanishes only when $(w-\pi T)(w+\pi T)=0$. With $T\ge0$ the second factor is positive, so $w=\pi T$. At $T=0$ this means that no positive frequency obeys the linear law.

## The quadratic deviation at higher frequencies

At the $n$-th frequency,

$$w_n^2-\pi^2T^2=\left((2n+1)^2-1\right)\pi^2T^2=4n(n+1)\pi^2T^2 .$$

The linear law at $w_n$ is $-2CD(2n+1)T$. For $T>0$ the deviation from it, divided by $T^2$, is therefore

$$\frac{S(w_n)+2CD(2n+1)T}{T^2}=8\pi C\,n(n+1)\arctan\frac{D}{(2n+1)\pi T}.$$

As $T$ decreases to zero with $D>0$, the argument grows without bound and the arctangent tends to $\pi/2$. The limit is $4\pi^2C\,n(n+1)$, as stated in `matsubara_deviation_limit`; for $n=0$ both sides are zero.

The limit is one-sided, written `𝓝[>] 0` in Lean. The step `harg` shows that the argument diverges, and `Real.tendsto_arctan_atTop` supplies the value $\pi/2$. The call to `congr'` then transfers the limit to the original quotient, which needs to agree with the arctangent expression only for $T>0$.

Setting $n=1$ gives `second_matsubara_limit`:

$$\lim_{T\to0^+}\frac{S(3\pi T)+6CDT}{T^2}=8\pi^2C .$$

For $C>0$ the deviation is positive while the linear term is negative, so at low temperature $|S(3\pi T)|$ lies below the linear value $6CDT$.
